# Real Seitz operators $(R,t)$ and $(S,u)$ commute exactly when $RS=SR$ and $(R-1)u=(S-1)t$

Let $V$ be a real vector space whose elements are the points of space, measured from a fixed origin. A Seitz operator $(R,t)$ consists of a linear map $R:V\to V$ and a vector $t\in V$. It acts on points by

$$(R,t)\,x = Rx+t .$$

The product is $(R,t)(S,u)=(RS,\;Ru+t)$, with the right factor acting first. The symbol $1$ denotes the identity map, so $(1,t)$ is a pure translation and $(-1,t)$ is an inversion. Crystallographic operations have an invertible $R$ that preserves lengths, but the argument uses only linearity.

## The criterion by hand

The product rule agrees with composition of motions:

$$(R,t)\big((S,u)\,x\big)=R(Sx+u)+t=RSx+(Ru+t).$$

The motion also determines the pair. If $Rx+t=R'x+t'$ for all $x$, then $x=0$ gives $t=t'$, and cancelling this vector gives $Rx=R'x$ for all $x$. Equality of two products therefore means equality of the two composite motions.

The two orders are

$$(R,t)(S,u)=(RS,\;Ru+t),\qquad (S,u)(R,t)=(SR,\;St+u).$$

They agree when $RS=SR$ and $Ru+t=St+u$. Subtracting $u+t$ from both sides of the second equation gives $(R-1)u=(S-1)t$.

If only the linear parts commute, the translation parts differ by

$$w=(Ru+t)-(St+u)=(R-1)u-(S-1)t,$$

and hence $(R,t)(S,u)=(1,w)(S,u)(R,t)$.

## Inversions and their centres

A fixed point of $(-1,t)$ satisfies $-x+t=x$, that is, $x=t/2$. For a displacement $d$ from this point,

$$-(t/2+d)+t=t/2-d,$$

so $t/2$ is the centre of the inversion. Two inversions multiply to

$$(-1,t)(-1,u)=(1,\,t-u),$$

a translation by twice the vector from the centre $u/2$ to the centre $t/2$. The opposite order gives $(1,u-t)$. The two are equal when $2(t-u)=0$, which means $t=u$. Inversions about different centres thus fail to commute, although their linear parts do.

For a general $(R,t)$ and the inversion $(-1,u)$, the linear parts commute automatically. The remaining condition is $(R-1)u=-2t$. Halving and rearranging it gives

$$R(u/2)+t=u/2,$$

so $(R,t)$ commutes with the inversion exactly when it fixes the inversion centre.

On a line, the smallest space with more than one point, take $t=0$ and $u=1$. The inversions $x\mapsto -x$ and $x\mapsto 1-x$ have centres $0$ and $1/2$. Their products in the two orders are the shifts by $-1$ and $+1$.

The same criterion settles the case of a pure translation: with $R=1$ it says that $(1,t)$ commutes with $(S,u)$ exactly when $St=t$. A screw rotation therefore commutes with translations along its axis.

On spinless one-particle wavefunctions, an invertible, length-preserving motion $g$ acts by the unitary operator $\psi(x)\mapsto\psi(g^{-1}x)$. If two such motions commute, so do their operators. If both operators also commute with the Hamiltonian, every energy level of finite degeneracy has a basis of states that are eigenstates of both, and the two eigenvalues can be used to label these states.

## Operators as pairs in Lean

The variable `V` is an arbitrary real vector space. No dimension, inner product or lattice is specified.

```lean
import Mathlib

namespace SeitzOperators

variable {V : Type*} [AddCommGroup V] [Module ℝ V]
```

The structure `Seitz V` stores the linear part $R$ as `rot` and the translation part $t$ as `trans`. Since `rot` is any linear map, singular maps are admitted alongside rotations and reflections. The attribute `@[ext]` supplies the rule that two operators are equal when both parts are equal.

```lean
/-- A real Seitz operator (R,t): a linear part R and a translation part t. -/
@[ext]
structure Seitz (V : Type*) [AddCommGroup V] [Module ℝ V] where
  /-- The linear part R. -/
  rot : V →ₗ[ℝ] V
  /-- The translation part t. -/
  trans : V
```

The action and the product follow the conventions above. In `g.comp h`, the operator `h` acts first.

```lean
/-- The action of (R,t) on a point: x is sent to R x + t. -/
def Seitz.act (g : Seitz V) (x : V) : V := g.rot x + g.trans

/-- The Seitz product (R,t)(S,u) = (RS, R u + t). -/
def Seitz.comp (g h : Seitz V) : Seitz V :=
  ⟨g.rot ∘ₗ h.rot, g.rot h.trans + g.trans⟩
```

The two special families have linear parts $1$ and $-1$. The argument of `inversion` is the translation part $t$, not the centre $t/2$.

```lean
/-- The pure translation (1,t). -/
def translation (t : V) : Seitz V := ⟨LinearMap.id, t⟩

/-- The inversion (-1,t). -/
def inversion (t : V) : Seitz V := ⟨-LinearMap.id, t⟩
```

## Products and motions

The first theorem says that the product acts as the composite motion. Its proof expands the definitions and uses linearity, `map_add`, to split $R(Sx+u)$.

```lean
/-- The Seitz product acts on points by applying the right factor first and then the left. -/
theorem comp_act (g h : Seitz V) (x : V) :
    (g.comp h).act x = g.act (h.act x) := by
  simp only [Seitz.act, Seitz.comp, LinearMap.comp_apply, map_add, add_assoc]
```

The second theorem says that operators are equal exactly when their actions agree at every point. The forward direction is immediate. For the converse, the hypothesis `H` at the origin gives equal translation parts, and `add_right_cancel` removes them from the equation at a general point.

```lean
/-- Two Seitz operators are equal exactly when they move every point in the same way. -/
theorem eq_iff_act (g h : Seitz V) : g = h ↔ ∀ x, g.act x = h.act x := by
  constructor
  · rintro rfl x
    rfl
  · intro H
    -- the image of the origin gives the translation part
    have h0 : g.trans = h.trans := by simpa [Seitz.act] using H 0
    refine Seitz.ext (LinearMap.ext fun x => ?_) h0
    have hx := H x
    simp only [Seitz.act, h0] at hx
    exact add_right_cancel hx
```

## The commutation theorem

In `commute_iff`, `g` stands for $(R,t)$ and `h` for $(S,u)$. The left side of the equivalence is equality of the two products; the right side is the pair of conditions $RS=SR$ and $(R-1)u=(S-1)t$. The equality is exact: products that differ by a lattice translation count as different, so the theorem does not describe commutation in a space group taken modulo its lattice.

The proof splits equality of operators into its linear and translation parts. The linear condition is the same on both sides, and `and_congr_right` leaves only the equivalence of the vector equations. Each direction is the subtraction of $u+t$ made above, or its reverse. The tactic `linear_combination` reduces the goal to an identity between vectors, which `module` verifies.

```lean
/-- Seitz operators (R,t) and (S,u) commute if and only if RS = SR and
(R - 1)u = (S - 1)t. -/
theorem commute_iff (g h : Seitz V) :
    g.comp h = h.comp g ↔
      g.rot ∘ₗ h.rot = h.rot ∘ₗ g.rot ∧
      (g.rot - LinearMap.id : V →ₗ[ℝ] V) h.trans =
        (h.rot - LinearMap.id : V →ₗ[ℝ] V) g.trans := by
  rw [Seitz.ext_iff]
  simp only [Seitz.comp, LinearMap.sub_apply, LinearMap.id_apply]
  -- the linear parts agree word for word; the translation parts need rearranging
  refine and_congr_right fun _ => ⟨fun e => ?_, fun e => ?_⟩
  · linear_combination (norm := module) e
  · linear_combination (norm := module) e
```

The next theorem assumes in `hc` that the linear parts commute, and identifies the translation separating the two orders. The linear part of the claim is `hc` itself, and the translation part is the formula for $w$.

```lean
/-- If the linear parts commute, the products of (R,t) and (S,u) in the two orders differ by
the translation (R - 1)u - (S - 1)t. -/
theorem comp_eq_translation_comp (g h : Seitz V)
    (hc : g.rot ∘ₗ h.rot = h.rot ∘ₗ g.rot) :
    g.comp h =
      (translation ((g.rot - LinearMap.id : V →ₗ[ℝ] V) h.trans -
        (h.rot - LinearMap.id : V →ₗ[ℝ] V) g.trans)).comp
        (h.comp g) := by
  apply Seitz.ext
  · simp only [Seitz.comp, translation, LinearMap.id_comp]
    exact hc
  · simp only [Seitz.comp, translation, LinearMap.sub_apply, LinearMap.id_apply]
    module
```

## Inversions in Lean

The fixed-point theorem is an equivalence, so it gives both that $t/2$ is fixed and that no other point is. From $-x+t=x$, multiplication by $-1/2$ and rearrangement yield $x=t/2$; the converse is substitution.

```lean
/-- The inversion (-1,t) leaves exactly one point fixed, the point t/2. -/
theorem inversion_fixed_iff (t x : V) :
    (inversion t).act x = x ↔ x = (1 / 2 : ℝ) • t := by
  simp only [Seitz.act, inversion, LinearMap.neg_apply, LinearMap.id_apply]
  constructor
  · intro h
    linear_combination (norm := module) (-1 / 2 : ℝ) • h
  · rintro rfl
    module
```

The reversal of displacements is a direct computation, valid for every vector `d`.

```lean
/-- The inversion (-1,t) reverses displacements from t/2: it sends t/2 + d to t/2 - d. -/
theorem inversion_about_centre (t d : V) :
    (inversion t).act ((1 / 2 : ℝ) • t + d) = (1 / 2 : ℝ) • t - d := by
  simp only [Seitz.act, inversion, LinearMap.neg_apply, LinearMap.id_apply]
  module
```

The product of two inversions is then compared with a translation part by part. The linear parts give $(-1)(-1)=1$, and the translation parts give $-u+t=t-u$.

```lean
/-- The product of the inversions (-1,t) and (-1,u) is the translation by t - u. -/
theorem inversion_comp_inversion (t u : V) :
    (inversion t).comp (inversion u) = translation (t - u) := by
  apply Seitz.ext
  · ext x
    simp [Seitz.comp, inversion, translation]
  · simp only [Seitz.comp, inversion, translation, LinearMap.neg_apply, LinearMap.id_apply]
    module
```

To decide when two inversions commute, the proof rewrites both products as translations. Taking the `trans` part of their equality gives $t-u=u-t$, and half of this equation is $t=u$. The halving is available because the scalars are real.

```lean
/-- Two inversions (-1,t) and (-1,u) commute if and only if t = u. -/
theorem inversions_commute_iff (t u : V) :
    (inversion t).comp (inversion u) = (inversion u).comp (inversion t) ↔ t = u := by
  rw [inversion_comp_inversion, inversion_comp_inversion]
  constructor
  · intro h
    -- the two orders give opposite translations
    have e : t - u = u - t := congrArg Seitz.trans h
    linear_combination (norm := module) (1 / 2 : ℝ) • e
  · rintro rfl
    rfl
```

The last theorem applies the general criterion with $S=-1$. In the forward direction, half of the equation $(R-1)u=-2t$ is the fixed-point condition for $u/2$. In the reverse direction the fixed-point equation is doubled, and the proof also checks that $-1$ commutes with $R$. Here `g` is any Seitz operator, so the result covers rotations, reflections, screws and glides alike.

```lean
/-- A Seitz operator commutes with the inversion (-1,u) if and only if it leaves the
point u/2 fixed. -/
theorem commute_inversion_iff (g : Seitz V) (u : V) :
    g.comp (inversion u) = (inversion u).comp g ↔
      g.act ((1 / 2 : ℝ) • u) = (1 / 2 : ℝ) • u := by
  rw [commute_iff]
  simp only [Seitz.act, inversion, map_smul, LinearMap.sub_apply, LinearMap.neg_apply,
    LinearMap.id_apply]
  constructor
  · rintro ⟨_, e⟩
    linear_combination (norm := module) (1 / 2 : ℝ) • e
  · intro e
    -- -1 commutes with every linear part, so only the translation condition remains
    refine ⟨by ext x; simp, ?_⟩
    linear_combination (norm := module) (2 : ℝ) • e

end SeitzOperators
```

```lean
#print axioms SeitzOperators.inversion_fixed_iff
#print axioms SeitzOperators.inversion_about_centre
#print axioms SeitzOperators.inversions_commute_iff
#print axioms SeitzOperators.commute_inversion_iff
```

```
'SeitzOperators.inversion_fixed_iff' depends on axioms: [propext, Classical.choice, Quot.sound]
'SeitzOperators.inversion_about_centre' depends on axioms: [propext, Classical.choice, Quot.sound]
'SeitzOperators.inversions_commute_iff' depends on axioms: [propext, Classical.choice, Quot.sound]
'SeitzOperators.commute_inversion_iff' depends on axioms: [propext, Classical.choice, Quot.sound]
```
